# Zero-field Ising correlations on a finite tree are products of tanh K along the connecting path

For zero-field Ising spins σ = ±1 on a finite tree, with Boltzmann weight exp(∑ K_e σ_a σ_b) summed over the edges e = ab and arbitrary real dimensionless couplings K_e, the correlation ⟨σ_i σ_j⟩ equals the product of tanh K_e over the edges of the unique path from i to j. Couplings on side branches have no influence on it.

```lean
import Mathlib

open SimpleGraph

namespace IsingTree

noncomputable section

variable {V : Type*} [Fintype V] [DecidableEq V]

/-- The value `+1` or `-1` of the spin at vertex `v`, as a real number. -/
def spin (σ : V → ℤˣ) (v : V) : ℝ := ((σ v : ℤ) : ℝ)

/-- The product of the two spins at the ends of a bond. -/
def bond (σ : V → ℤˣ) : Sym2 V → ℝ :=
  Sym2.lift ⟨fun a b => spin σ a * spin σ b, fun _ _ => mul_comm _ _⟩

/-- The zero-field Boltzmann weight `exp (∑ K_e σ_a σ_b)`, summed over the edges of the graph. -/
def weight (G : SimpleGraph V) [DecidableRel G.Adj] (K : Sym2 V → ℝ) (σ : V → ℤˣ) : ℝ :=
  Real.exp (∑ e ∈ G.edgeFinset, K e * bond σ e)

/-- The partition function: the sum of the Boltzmann weights of all configurations. -/
def partitionFn (G : SimpleGraph V) [DecidableRel G.Adj] (K : Sym2 V → ℝ) : ℝ :=
  ∑ σ : V → ℤˣ, weight G K σ

/-- The thermal correlation `⟨σ_i σ_j⟩`. -/
def correlation (G : SimpleGraph V) [DecidableRel G.Adj] (K : Sym2 V → ℝ) (i j : V) : ℝ :=
  (∑ σ : V → ℤˣ, spin σ i * spin σ j * weight G K σ) / partitionFn G K

open Classical in
/-- The configuration obtained by reversing all spins in the region `S`. -/
def flipOn (S : Set V) (σ : V → ℤˣ) : V → ℤˣ := fun v => if v ∈ S then -σ v else σ v

omit [Fintype V] [DecidableEq V] in
private lemma spin_mul_self (σ : V → ℤˣ) (v : V) : spin σ v * spin σ v = 1 := by
  rcases Int.units_eq_one_or (σ v) with h | h <;> simp [spin, h]

omit [Fintype V] [DecidableEq V] in
private lemma spin_flip_in {S : Set V} {v : V} (h : v ∈ S) (σ : V → ℤˣ) :
    spin (flipOn S σ) v = -spin σ v := by
  simp [spin, flipOn, h]

omit [Fintype V] [DecidableEq V] in
private lemma spin_flip_out {S : Set V} {v : V} (h : v ∉ S) (σ : V → ℤˣ) :
    spin (flipOn S σ) v = spin σ v := by
  simp [spin, flipOn, h]

omit [Fintype V] [DecidableEq V] in
/-- Reversing a region leaves the energy of a set of bonds unchanged if none of these bonds
crosses the boundary of the region. -/
theorem energy_flip (S : Set V) (K : Sym2 V → ℝ) (A : Finset (Sym2 V))
    (hA : ∀ a b, s(a, b) ∈ A → (a ∈ S ↔ b ∈ S)) (σ : V → ℤˣ) :
    ∑ e ∈ A, K e * bond (flipOn S σ) e = ∑ e ∈ A, K e * bond σ e := by
  refine Finset.sum_congr rfl fun e he => ?_
  induction e using Sym2.ind with
  | _ a b =>
    have hab := hA a b he
    change K s(a, b) * (spin (flipOn S σ) a * spin (flipOn S σ) b) =
      K s(a, b) * (spin σ a * spin σ b)
    by_cases ha : a ∈ S
    · rw [spin_flip_in ha, spin_flip_in (hab.mp ha), neg_mul_neg]
    · rw [spin_flip_out ha, spin_flip_out (fun hb => ha (hab.mpr hb))]

private lemma sum_zero_of_flip (S : Set V) (f : (V → ℤˣ) → ℝ)
    (h : ∀ σ, f σ + f (flipOn S σ) = 0) : ∑ σ, f σ = 0 := by
  have hinv : Function.Involutive (flipOn S) := fun σ => by
    funext v
    by_cases hv : v ∈ S <;> simp [flipOn, hv]
  have h1 : ∑ σ, f (flipOn S σ) = ∑ σ, f σ := Equiv.sum_comp hinv.toPerm f
  have h2 : ∑ σ, (f σ + f (flipOn S σ)) = 0 := Finset.sum_eq_zero fun σ _ => h σ
  rw [Finset.sum_add_distrib] at h2
  linarith

/-- For a single bond variable `s = ±1` with weight `exp (x s)`, the deviations of `s` from
`tanh x` cancel in the weighted sum over `s` and `-s`. -/
theorem single_bond (x s : ℝ) (hs : s * s = 1) :
    (s - Real.tanh x) * Real.exp (x * s) + (-s - Real.tanh x) * Real.exp (x * (-s)) = 0 := by
  have hc := div_mul_cancel₀ (Real.sinh x) (Real.cosh_pos x).ne'
  rw [← Real.tanh_eq_sinh_div_cosh, Real.cosh_eq, Real.sinh_eq] at hc
  rcases mul_self_eq_one_iff.mp hs with rfl | rfl
  · simp only [mul_one, mul_neg]
    linear_combination -2 * hc
  · simp only [mul_one, mul_neg, neg_neg]
    linear_combination -2 * hc

variable (G : SimpleGraph V) [DecidableRel G.Adj] (K : Sym2 V → ℝ)

/-- On any finite graph, let every walk from `i` to its neighbour `k` use the bond `ik`, and let
`j` be joined to `k` by a walk avoiding that bond. Then `⟨σ_i σ_j⟩ = tanh K_ik ⟨σ_k σ_j⟩`. -/
theorem correlation_across_link {i k j : V} (h : G.Adj i k)
    (hcut : ∀ q : G.Walk i k, s(i, k) ∈ q.edges)
    (r : G.Walk k j) (hr : s(i, k) ∉ r.edges) :
    correlation G K i j = Real.tanh (K s(i, k)) * correlation G K k j := by
  -- the side of `i` once the bond `ik` is cut
  let S : Set V := {v | ∃ q : G.Walk i v, s(i, k) ∉ q.edges}
  have hi : i ∈ S := ⟨Walk.nil, by simp⟩
  have hk : k ∉ S := fun ⟨q, hq⟩ => hq (hcut q)
  have hj : j ∉ S := fun ⟨q, hq⟩ => by
    have := hcut (q.append r.reverse)
    simp only [Walk.edges_append, Walk.edges_reverse, List.mem_append, List.mem_reverse] at this
    exact this.elim hq hr
  have hside : ∀ a b, G.Adj a b → s(a, b) ≠ s(i, k) → a ∈ S → b ∈ S := by
    rintro a b hab hne ⟨q, hq⟩
    refine ⟨q.append (Walk.cons hab Walk.nil), ?_⟩
    simp only [Walk.edges_append, Walk.edges_cons, Walk.edges_nil, List.mem_append,
      List.mem_singleton, not_or]
    exact ⟨hq, fun h' => hne h'.symm⟩
  have he : s(i, k) ∈ G.edgeFinset := by
    rw [mem_edgeFinset, mem_edgeSet]
    exact h
  -- split off the weight of the bond `ik`
  have hw : ∀ τ : V → ℤˣ, weight G K τ = Real.exp (K s(i, k) * (spin τ i * spin τ k)) *
      Real.exp (∑ e ∈ G.edgeFinset.erase s(i, k), K e * bond τ e) := fun τ =>
    (congrArg Real.exp (Finset.add_sum_erase G.edgeFinset
      (fun e => K e * bond τ e) he).symm).trans (Real.exp_add _ _)
  have hrest := energy_flip S K (G.edgeFinset.erase s(i, k)) (fun a b hab => by
    rw [Finset.mem_erase, mem_edgeFinset, mem_edgeSet] at hab
    exact ⟨hside a b hab.2 hab.1,
      hside b a hab.2.symm (fun h' => hab.1 (Sym2.eq_swap.trans h'))⟩)
  -- configurations cancel in pairs related by reversing the side of `i`
  have hzero := sum_zero_of_flip S (fun σ => spin σ i * spin σ j * weight G K σ -
      Real.tanh (K s(i, k)) * (spin σ k * spin σ j * weight G K σ)) (fun σ => by
    have hb := spin_mul_self σ k
    have hs : (spin σ i * spin σ k) * (spin σ i * spin σ k) = 1 := by
      rw [mul_mul_mul_comm, spin_mul_self, spin_mul_self, one_mul]
    have h1 := single_bond (K s(i, k)) _ hs
    simp only [hw, hrest, spin_flip_in hi, spin_flip_out hk, spin_flip_out hj, neg_mul] at h1 ⊢
    generalize Real.exp (∑ e ∈ G.edgeFinset.erase s(i, k), K e * bond σ e) = R
    generalize Real.exp (K s(i, k) * (spin σ i * spin σ k)) = E at h1 ⊢
    generalize Real.exp (K s(i, k) * -(spin σ i * spin σ k)) = E' at h1 ⊢
    linear_combination spin σ k * spin σ j * R * h1 -
      spin σ i * spin σ j * R * (E - E') * hb)
  rw [Finset.sum_sub_distrib, ← Finset.mul_sum, sub_eq_zero] at hzero
  unfold correlation
  rw [hzero, mul_div_assoc]

/-- On any finite graph, spins at vertices not joined by a walk are uncorrelated. -/
theorem correlation_disconnected {i j : V} (h : ¬ G.Reachable i j) :
    correlation G K i j = 0 := by
  let S : Set V := {v | G.Reachable i v}
  have hi : i ∈ S := Reachable.refl i
  have hj : j ∉ S := h
  have hE := energy_flip S K G.edgeFinset (fun a b hab => by
    rw [mem_edgeFinset, mem_edgeSet] at hab
    exact ⟨fun ha => Reachable.trans ha hab.reachable,
      fun hb => Reachable.trans hb hab.symm.reachable⟩)
  have hzero := sum_zero_of_flip S (fun σ => spin σ i * spin σ j * weight G K σ) (fun σ => by
    simp only [weight, hE, spin_flip_in hi, spin_flip_out hj]
    ring)
  unfold correlation
  rw [hzero, zero_div]

/-- On a finite graph without cycles, the correlation of the two ends of a path is the product
of `tanh K_e` over the edges of the path. -/
theorem correlation_forest (hG : G.IsAcyclic) {i j : V} (p : G.Walk i j) (hp : p.IsPath) :
    correlation G K i j = (p.edges.map fun e => Real.tanh (K e)).prod := by
  induction p with
  | nil =>
    have hZ : 0 < partitionFn G K :=
      Finset.sum_pos (fun σ _ => Real.exp_pos _) Finset.univ_nonempty
    simp only [correlation, spin_mul_self, one_mul, Walk.edges_nil, List.map_nil, List.prod_nil]
    exact div_self hZ.ne'
  | cons h p ih =>
    rw [Walk.cons_isPath_iff] at hp
    rw [Walk.edges_cons, List.map_cons, List.prod_cons, ← ih hp.1]
    refine correlation_across_link G K h (fun q => ?_) p
      (fun hm => hp.2 (p.fst_mem_support_of_mem_edges hm))
    -- without cycles, the bond itself is the only path between its ends
    have hu := (hG.subsingleton_path _ _).elim ⟨q.bypass, q.bypass_isPath⟩ (Path.singleton h)
    apply q.edges_bypass_subset_edges
    rw [show q.bypass = Walk.cons h Walk.nil from congrArg Subtype.val hu]
    simp

/-- On a finite tree with arbitrary real couplings, any two vertices are joined by exactly one
path, and their correlation is the product of `tanh K_e` over the edges of this path. -/
theorem correlation_tree (hG : G.IsTree) (i j : V) :
    ∃ p : G.Walk i j, p.IsPath ∧ (∀ q : G.Walk i j, q.IsPath → q = p) ∧
      correlation G K i j = (p.edges.map fun e => Real.tanh (K e)).prod := by
  obtain ⟨p, hp, hu⟩ := hG.existsUnique_path i j
  exact ⟨p, hp, hu, correlation_forest G K hG.2 p hp⟩

/-- On a finite graph without cycles, if `m` lies on a path from `i` to `j`, then
`⟨σ_i σ_j⟩ = ⟨σ_i σ_m⟩ ⟨σ_m σ_j⟩`. -/
theorem correlation_factorises (hG : G.IsAcyclic) {i m j : V} (p : G.Walk i m)
    (q : G.Walk m j) (hpq : (p.append q).IsPath) :
    correlation G K i j = correlation G K i m * correlation G K m j := by
  rw [correlation_forest G K hG _ hpq, correlation_forest G K hG p hpq.of_append_left,
    correlation_forest G K hG q hpq.of_append_right, Walk.edges_append, List.map_append,
    List.prod_append]

end

end IsingTree
```

```lean
#print axioms IsingTree.correlation_disconnected
-- 'IsingTree.correlation_disconnected' depends on axioms: [propext, Classical.choice, Quot.sound]
#print axioms IsingTree.correlation_tree
-- 'IsingTree.correlation_tree' depends on axioms: [propext, Classical.choice, Quot.sound]
#print axioms IsingTree.correlation_factorises
-- 'IsingTree.correlation_factorises' depends on axioms: [propext, Classical.choice, Quot.sound]
```

## Spins, couplings and the thermal average

Each vertex v carries a spin σ_v = ±1, and a configuration σ has the Boltzmann weight

w(σ) = exp(∑ K_e σ_a σ_b),

where the sum runs over the edges e = ab. The coupling K_e = J_e/(k_B T) is the exchange energy J_e divided by the thermal energy. It is positive for a ferromagnetic bond and negative for an antiferromagnetic one. With Z = ∑ w(σ), the correlation is

⟨σ_i σ_j⟩ = (1/Z) ∑ σ_i σ_j w(σ).

In Lean, the lattice is a `SimpleGraph` on a finite vertex type `V`, and a configuration is a map `V → ℤˣ`, since the units of the integers are exactly 1 and −1. The function `spin` turns these values into real numbers. Couplings are a function on unordered pairs, `Sym2 V → ℝ`, of which only the values on edges enter the weight. The name `bond` stands for the product σ_a σ_b, not for the edge or its coupling.

The main theorem, `correlation_tree`, assumes `G.IsTree`, meaning that the graph is connected and has no cycles. For any i and j it gives a path `p`, says that every path from i to j equals `p`, and equates the correlation with the product of tanh K_e over `p.edges`. If i = j, the path has no edges and both sides are 1.

If σ = ±1 marks the two species of a binary alloy, the formula supplies exact pair correlations to compare with Monte Carlo estimates, provided that the interaction graph is a finite tree, the composition is free to fluctuate, and no term linear in the σ_v (such as one from a difference in chemical potential) remains in the exponent of the weight. At fixed composition the sum runs over fewer configurations and the formula does not apply in general. Two- and three-dimensional crystal lattices contain closed rings of bonds, and replacing such a lattice by a tree is an approximation that needs its own justification.

## One bond on its own

Let s = ±1 have weight exp(x s). Then the deviations of s from tanh x cancel:

(1 − tanh x) eˣ + (−1 − tanh x) e⁻ˣ = 2 sinh x − 2 tanh x cosh x = 0.

This is `single_bond`. It is stated for any real s with s² = 1, and the proof treats s = 1 and s = −1 separately.

## Reversing the spins on one side of a bond

Suppose that the bond ik is the only link between its two ends, and that j lies on the side of k. Let S be the set of vertices that can be reached from i without using ik. It contains i, but neither k nor j. Every other edge has both ends in S or both outside.

Now reverse all spins in S. The product s = σ_i σ_k changes sign, σ_k σ_j stays the same, and so does every other bond product. Write K = K_ik, t = tanh K and w(σ) = exp(K s) R, where R collects the other bonds and is unchanged by the reversal. Since σ_k² = 1, we have σ_i σ_j = s σ_k σ_j, and therefore

(σ_i σ_j − t σ_k σ_j) w(σ) = σ_k σ_j R (s − t) exp(K s).

The reversed configuration contributes

σ_k σ_j R (−s − t) exp(−K s).

By the single-bond identity the two add up to zero. Reversing S twice restores the configuration, so summing over all σ counts each term twice, and the full sum vanishes. Division by Z gives

⟨σ_i σ_j⟩ = tanh K_ik ⟨σ_k σ_j⟩.

This is `correlation_across_link`. The hypothesis `hcut` says that every walk from i to k uses the bond, and `r` is a walk from k to j that avoids it. The graph may have cycles elsewhere. The lemma `energy_flip` shows that R is unchanged, `sum_zero_of_flip` carries out the pairing, and the final `linear_combination` multiplies the single-bond identity by σ_k σ_j R and uses σ_k² = 1.

## From one bond to the whole path

Let the path from i to j start with the bond ik. Any walk from i to k can be shortened to a path by removing its detours, without adding edges. In a graph without cycles that path must be the bond ik itself, so the original walk used ik. The rest of the path from k to j never returns to i and hence avoids ik. The relation above therefore applies, and repeating it along the path collects one factor tanh K_e per edge. At the end there remains ⟨σ_j σ_j⟩ = Z/Z = 1.

The theorem `correlation_forest` is this induction on the path; `q.bypass` is the shortened walk. It needs no connectedness, only a path between the two vertices. A tree always has one, which yields `correlation_tree`.

Two further results follow. If no walk joins i and j, reversing the whole component of i keeps the weight and changes the sign of σ_i σ_j, so the correlation is zero on any finite graph (`correlation_disconnected`). If m lies on a path from i to j in a graph without cycles, splitting the product at m gives ⟨σ_i σ_j⟩ = ⟨σ_i σ_m⟩⟨σ_m σ_j⟩ (`correlation_factorises`).

## A chain of three spins

Take the chain 1–2–3 with K₁₂ = ½ ln 3 and K₂₃ = −ln 2. Then tanh K₁₂ = 1/2 and tanh K₂₃ = −3/5, so the formula gives

⟨σ₁ σ₃⟩ = (1/2)(−3/5) = −0.3.

For a direct count, label the configurations by (σ₁σ₂, σ₂σ₃); each label stands for two configurations of equal weight. Up to a common factor, the weights are 3 for (+,+), 12 for (+,−), 1 for (−,+) and 4 for (−,−). Since σ₁σ₃ is the product of the two labels,

⟨σ₁ σ₃⟩ = (3 − 12 − 1 + 4)/20 = −0.3.

A fourth spin attached to vertex 2 with coupling K₂₄ multiplies numerator and denominator by 2 cosh K₂₄ and leaves the result unchanged.
